# For positive momenta \(p\neq q\), the integral of the inverse squared momentum transfer over the scattering cosine is \(\frac{1}{pq}\ln\frac{p+q}{|p-q|}\)

If I replace the squared momentum transfer in Born bremsstrahlung by its angular average \(p^2+q^2\), the integral of its inverse over the scattering cosine becomes \(2/(p^2+q^2)\). That stays finite when the emitted photon is soft, and the logarithm I expect in the spectrum has disappeared. So the angle has to be kept in the denominator. For an electron with initial momentum \(p\) and final momentum \(q\), where \(p>q>0\), the claim is

\[
\int_{-1}^{1}\frac{dx}{p^2+q^2-2pqx}=\frac{1}{pq}\ln\frac{p+q}{p-q},
\]

and this should tend to \(2/p^2\) as \(q\to0^+\). The limit is hard to see from the right-hand side, where the prefactor blows up while the logarithm vanishes. Can both statements be derived with every step justified, and can the argument be checked by machine in Lean?

## From the law of cosines to the logarithm

Yes, and the closed form also holds for \(q>p\) once \(p-q\) is replaced by its absolute value. Let \(\mathbf k\) and \(\mathbf k'\) be the initial and final momentum vectors, with magnitudes \(p\) and \(q\), and let \(x\) be the cosine of the angle between them. The momentum transfer has length \(K=\|\mathbf k-\mathbf k'\|\), and the law of cosines gives

\[
K^2=D(x),\qquad D(x)=p^2+q^2-2pqx .
\]

Call the integral \(I(p,q)=\int_{-1}^{1}dx/D(x)\). Before integrating, we need to know that the denominator has no zero. Rewriting it as

\[
D(x)=(p-q)^2+2pq(1-x)
\]

shows that for positive \(p\neq q\) and \(x\le1\) the first term is positive and the second is non-negative. The integrand is therefore continuous on \([-1,1]\).

Since \(D'(x)=-2pq\), an antiderivative of \(1/D\) is

\[
F(x)=-\frac{1}{2pq}\ln D(x),\qquad
F'(x)=-\frac{1}{2pq}\,\frac{-2pq}{D(x)}=\frac{1}{D(x)} .
\]

Forward scattering, \(x=1\), gives \(D(1)=(p-q)^2\), and backward scattering, \(x=-1\), gives \(D(-1)=(p+q)^2\). Hence

\[
I(p,q)=F(1)-F(-1)=\frac{\ln(p+q)^2-\ln(p-q)^2}{2pq}
=\frac{1}{pq}\ln\frac{p+q}{|p-q|}.
\]

For \(p>q\) the absolute value can be removed, which gives the formula in the question.

The logarithm has a simple reading in terms of \(K\). Differentiating \(K^2=D(x)\) gives \(2K\,dK=-2pq\,dx\), so \(dx/K^2=-dK/(pqK)\). As \(x\) runs from \(-1\) to \(1\), \(K\) falls from \(p+q\) to \(|p-q|\), and therefore

\[
I(p,q)=\frac{1}{pq}\int_{|p-q|}^{p+q}\frac{dK}{K}.
\]

Within the allowed range, intervals of \(K\) with the same ratio of upper to lower end contribute equally.

## A slow final electron and a soft photon

For the limit \(q\to0^+\), it is easier to bound the integrand than to expand the logarithm. On \([-1,1]\) we have \((p-q)^2\le D(x)\le(p+q)^2\). Taking reciprocals and integrating over an interval of length 2 gives

\[
\frac{2}{(p+q)^2}\le I(p,q)\le\frac{2}{(p-q)^2}.
\]

Both bounds tend to \(2/p^2\) as \(q\to0^+\), so \(I(p,q)\) does too. Physically, the momentum transfer becomes \(p\) at every angle.

At the other end, \(q\to p\) from below, the photon energy goes to zero. For \(0<q<p\) we have \(\ln(p+q)\ge\ln p\) and \(1/(pq)\ge1/p^2\). Since \(\ln p-\ln(p-q)\) is positive, the two inequalities combine to

\[
I(p,q)=\frac{\ln(p+q)-\ln(p-q)}{pq}\ \ge\ \frac{\ln p-\ln(p-q)}{p^2}.
\]

The right-hand side grows without bound as \(q\to p^-\), and so does the integral. This is the divergence that the angular average in the question removes.

## The integral and its limits in Lean

In the code, \(D(x)\) is `transferSq p q x` and \(I(p,q)\) is `angularIntegral p q`.

```lean
import Mathlib

open Filter Topology

namespace BornBremsstrahlung

noncomputable section

/-- Squared momentum transfer between momenta of magnitudes `p` and `q` whose directions
enclose an angle with cosine `x`. -/
def transferSq (p q x : ℝ) : ℝ := p ^ 2 + q ^ 2 - 2 * p * q * x

/-- Integral of the inverse squared momentum transfer over the cosine of the scattering angle,
used for positive `p ≠ q`, where the denominator has no zero. -/
def angularIntegral (p q : ℝ) : ℝ := ∫ x in (-1 : ℝ)..1, 1 / transferSq p q x

/-- For momentum vectors `k` and `k'`, the squared length of `k - k'` is `transferSq` evaluated
at their magnitudes and the cosine of the angle between them. -/
theorem norm_sub_sq_eq_transferSq {V : Type*} [NormedAddCommGroup V] [InnerProductSpace ℝ V]
    (k k' : V) :
    ‖k - k'‖ ^ 2 = transferSq ‖k‖ ‖k'‖ (Real.cos (InnerProductGeometry.angle k k')) := by
  have h := InnerProductGeometry.cos_angle_mul_norm_mul_norm k k'
  rw [norm_sub_sq_real, ← h]
  unfold transferSq
  ring

/-- For positive momenta of different magnitude, the squared momentum transfer is positive at
every scattering angle. -/
theorem transferSq_pos {p q x : ℝ} (hp : 0 < p) (hq : 0 < q) (hpq : p ≠ q) (hx : x ≤ 1) :
    0 < transferSq p q x := by
  have hd : p - q ≠ 0 := sub_ne_zero.mpr hpq
  have h1 : 0 < (p - q) ^ 2 := by positivity
  have h2 : 0 ≤ p * q * (1 - x) := mul_nonneg (mul_pos hp hq).le (sub_nonneg.mpr hx)
  unfold transferSq
  linarith [h1, h2, show p ^ 2 + q ^ 2 - 2 * p * q * x
    = (p - q) ^ 2 + 2 * (p * q * (1 - x)) by ring]

/-- For positive momenta of different magnitude, the inverse squared momentum transfer is
integrable over the scattering cosine. -/
theorem integrable_inv_transferSq {p q : ℝ} (hp : 0 < p) (hq : 0 < q) (hpq : p ≠ q) :
    IntervalIntegrable (fun x => 1 / transferSq p q x) MeasureTheory.volume (-1) 1 := by
  apply ContinuousOn.intervalIntegrable
  apply ContinuousOn.div continuousOn_const
  · unfold transferSq
    fun_prop
  · intro x hx
    rw [Set.uIcc_of_le (by norm_num)] at hx
    exact (transferSq_pos hp hq hpq hx.2).ne'

/-- The angular integral for positive momenta `p ≠ q` is the Born logarithm
`ln ((p + q) / |p - q|)` divided by `p q`. -/
theorem angularIntegral_eq_log {p q : ℝ} (hp : 0 < p) (hq : 0 < q) (hpq : p ≠ q) :
    angularIntegral p q = 1 / (p * q) * Real.log ((p + q) / |p - q|) := by
  have hp0 : p ≠ 0 := hp.ne'
  have hq0 : q ≠ 0 := hq.ne'
  -- the antiderivative is a logarithm of the squared momentum transfer
  have hderiv : ∀ x ∈ Set.uIcc (-1 : ℝ) 1,
      HasDerivAt (fun y => -(1 / (2 * p * q)) * Real.log (transferSq p q y))
        (1 / transferSq p q x) x := by
    intro x hx
    rw [Set.uIcc_of_le (by norm_num)] at hx
    have hne : transferSq p q x ≠ 0 := (transferSq_pos hp hq hpq hx.2).ne'
    have h : HasDerivAt (fun y => transferSq p q y) (-(2 * p * q)) x :=
      (((hasDerivAt_id' x).const_mul (2 * p * q)).const_sub (p ^ 2 + q ^ 2)).congr_deriv
        (by ring)
    exact ((h.log hne).const_mul (-(1 / (2 * p * q)))).congr_deriv (by field_simp)
  -- forward and backward scattering give the two limits
  have hf : transferSq p q 1 = |p - q| ^ 2 := by
    rw [sq_abs]
    unfold transferSq
    ring
  have hb : transferSq p q (-1) = (p + q) ^ 2 := by
    unfold transferSq
    ring
  unfold angularIntegral
  rw [intervalIntegral.integral_eq_sub_of_hasDerivAt hderiv
    (integrable_inv_transferSq hp hq hpq), hf, hb, Real.log_pow, Real.log_pow,
    Real.log_div (add_pos hp hq).ne' (abs_pos.mpr (sub_ne_zero.mpr hpq)).ne']
  push_cast
  ring

/-- For an initial momentum `p` larger than the final momentum `q > 0`, the angular integral
is `ln ((p + q) / (p - q)) / (p q)`. -/
theorem bremsstrahlung_logarithm {p q : ℝ} (hq : 0 < q) (hqp : q < p) :
    ∫ x in (-1 : ℝ)..1, 1 / (p ^ 2 + q ^ 2 - 2 * p * q * x)
      = 1 / (p * q) * Real.log ((p + q) / (p - q)) := by
  have h := angularIntegral_eq_log (hq.trans hqp) hq hqp.ne'
  rw [abs_of_pos (sub_pos.mpr hqp)] at h
  exact h

/-- For positive `p ≠ q`, the angular integral equals `1 / (p q)` times the integral of `dK / K`
over momentum transfers `K` from `|p - q|` to `p + q`. -/
theorem angularIntegral_eq_transfer_integral {p q : ℝ} (hp : 0 < p) (hq : 0 < q)
    (hpq : p ≠ q) :
    angularIntegral p q = 1 / (p * q) * ∫ K in |p - q|..(p + q), 1 / K := by
  rw [integral_one_div_of_pos (abs_pos.mpr (sub_ne_zero.mpr hpq)) (add_pos hp hq)]
  exact angularIntegral_eq_log hp hq hpq

/-- For positive `p ≠ q`, the angular integral lies between `2 / (p + q)²` and
`2 / (p - q)²`. -/
theorem angularIntegral_bounds {p q : ℝ} (hp : 0 < p) (hq : 0 < q) (hpq : p ≠ q) :
    2 / (p + q) ^ 2 ≤ angularIntegral p q ∧ angularIntegral p q ≤ 2 / (p - q) ^ 2 := by
  have hint := integrable_inv_transferSq hp hq hpq
  have hm : 0 < p * q := mul_pos hp hq
  have hd : p - q ≠ 0 := sub_ne_zero.mpr hpq
  have lo := intervalIntegral.integral_mono_on (by norm_num : (-1 : ℝ) ≤ 1)
    (intervalIntegrable_const (c := 1 / (p + q) ^ 2)) hint (fun x hx =>
      one_div_le_one_div_of_le (transferSq_pos hp hq hpq hx.2)
        (by unfold transferSq; nlinarith [mul_nonneg hm.le (neg_le_iff_add_nonneg.mp hx.1)]))
  have hi := intervalIntegral.integral_mono_on (by norm_num : (-1 : ℝ) ≤ 1)
    hint (intervalIntegrable_const (c := 1 / (p - q) ^ 2)) (fun x hx =>
      one_div_le_one_div_of_le (by positivity)
        (by unfold transferSq; nlinarith [mul_nonneg hm.le (sub_nonneg.mpr hx.2)]))
  rw [intervalIntegral.integral_const, smul_eq_mul] at lo hi
  constructor
  · calc 2 / (p + q) ^ 2 = (1 - (-1)) * (1 / (p + q) ^ 2) := by ring
      _ ≤ angularIntegral p q := lo
  · calc angularIntegral p q ≤ (1 - (-1)) * (1 / (p - q) ^ 2) := hi
      _ = 2 / (p - q) ^ 2 := by ring

/-- At fixed `p > 0`, the angular integral tends to `2 / p²` as the final momentum tends to
zero from above. -/
theorem tendsto_slow_final_electron {p : ℝ} (hp : 0 < p) :
    Tendsto (fun q => angularIntegral p q) (𝓝[>] 0) (𝓝 (2 / p ^ 2)) := by
  have c1 : ContinuousAt (fun q : ℝ => 2 / (p + q) ^ 2) 0 :=
    ContinuousAt.div (by fun_prop) (by fun_prop) (by simpa using hp.ne')
  have c2 : ContinuousAt (fun q : ℝ => 2 / (p - q) ^ 2) 0 :=
    ContinuousAt.div (by fun_prop) (by fun_prop) (by simpa using hp.ne')
  have t1 := c1.tendsto
  have t2 := c2.tendsto
  simp only [add_zero] at t1
  simp only [sub_zero] at t2
  -- squeeze between the forward and backward values
  apply tendsto_of_tendsto_of_tendsto_of_le_of_le' (t1.mono_left nhdsWithin_le_nhds)
    (t2.mono_left nhdsWithin_le_nhds)
  · filter_upwards [Ioo_mem_nhdsGT hp] with q hq
    exact (angularIntegral_bounds hp hq.1 hq.2.ne').1
  · filter_upwards [Ioo_mem_nhdsGT hp] with q hq
    exact (angularIntegral_bounds hp hq.1 hq.2.ne').2

/-- At fixed `p > 0`, the angular integral grows without bound as the final momentum
approaches `p` from below. -/
theorem tendsto_soft_photon {p : ℝ} (hp : 0 < p) :
    Tendsto (fun q => angularIntegral p q) (𝓝[<] p) atTop := by
  have h1 : Tendsto (fun q : ℝ => p - q) (𝓝[<] p) (𝓝[>] 0) := by
    apply tendsto_nhdsWithin_iff.mpr
    constructor
    · have c : ContinuousAt (fun q : ℝ => p - q) p := by fun_prop
      have t := c.tendsto
      simp only [sub_self] at t
      exact t.mono_left nhdsWithin_le_nhds
    · filter_upwards [self_mem_nhdsWithin] with q hq
      have hlt : q < p := hq
      have hpos : 0 < p - q := sub_pos.mpr hlt
      exact hpos
  have h2 : Tendsto (fun q : ℝ => 1 / p ^ 2 * (Real.log p + -Real.log (p - q)))
      (𝓝[<] p) atTop :=
    Tendsto.const_mul_atTop (by positivity) (tendsto_atTop_add_const_left _ _
      (tendsto_neg_atBot_atTop.comp (Real.tendsto_log_nhdsGT_zero.comp h1)))
  -- the closed form dominates this divergent logarithm
  apply tendsto_atTop_mono' _ _ h2
  filter_upwards [Ioo_mem_nhdsLT hp] with q hq
  have hq0 : 0 < q := hq.1
  have hd : 0 < p - q := sub_pos.mpr hq.2
  have l1 : Real.log p ≤ Real.log (p + q) := Real.log_le_log hp (by linarith)
  have l2 : Real.log (p - q) ≤ Real.log p := Real.log_le_log hd (by linarith)
  rw [angularIntegral_eq_log hp hq0 hq.2.ne', abs_of_pos hd,
    Real.log_div (add_pos hp hq0).ne' hd.ne']
  exact mul_le_mul (one_div_le_one_div_of_le (by positivity) (by nlinarith [mul_pos hp hd]))
    (by linarith) (by linarith) (by positivity)

end

end BornBremsstrahlung
```

```lean
#print axioms BornBremsstrahlung.integrable_inv_transferSq
#print axioms BornBremsstrahlung.bremsstrahlung_logarithm
#print axioms BornBremsstrahlung.tendsto_slow_final_electron
#print axioms BornBremsstrahlung.tendsto_soft_photon
```

```
'BornBremsstrahlung.integrable_inv_transferSq' depends on axioms: [propext, Classical.choice, Quot.sound]
'BornBremsstrahlung.bremsstrahlung_logarithm' depends on axioms: [propext, Classical.choice, Quot.sound]
'BornBremsstrahlung.tendsto_slow_final_electron' depends on axioms: [propext, Classical.choice, Quot.sound]
'BornBremsstrahlung.tendsto_soft_photon' depends on axioms: [propext, Classical.choice, Quot.sound]
```

## What the theorems say about the electron

The momenta `p` and `q` are real numbers, to be read as magnitudes in one common unit. The variable `x` is the scattering cosine, and `angularIntegral` integrates over `x` alone. In three dimensions the solid-angle element is \(dx\,d\varphi\), so integrating over all final directions multiplies the result by \(2\pi\).

The theorem `norm_sub_sq_eq_transferSq` ties the formula to actual vectors. For any `k` and `k'` in a real inner product space, the squared length of their difference is `transferSq` evaluated at their norms and the cosine of their angle.

The question's identity is `bremsstrahlung_logarithm`, with the integrand written out in full. Its hypotheses `0 < q` and `q < p` say that the electron is still moving after the collision and has lost energy. The more general `angularIntegral_eq_log` assumes only that both momenta are positive and different. At `p = q` the true integral diverges, whereas Lean assigns it the value 0; the hypothesis `p ≠ q` keeps that value out of the physics.

The two limits are stated with filters. In `tendsto_slow_final_electron`, `𝓝[>] 0` means that `q` approaches zero through positive values. In `tendsto_soft_photon`, `𝓝[<] p` means that `q` approaches `p` from below, and `atTop` means that the integral eventually exceeds every bound. In both, `p` is positive and held fixed.

The integrand itself is physical input. It comes from the nonrelativistic Born treatment of one electron in an unscreened Coulomb field, with the photon's momentum neglected. The Coulomb potential contributes \(1/K^2\) to the amplitude and the dipole coupling contributes a factor of \(K\), so the squared amplitude scales as \(1/K^2\) after summing over the photon's polarisation and direction. Within that model, the logarithm fixes the shape of the Born free-free Gaunt factor, which enters calculations of plasma emission. The file contains neither the cross section nor its prefactors. The limit \(q\to0^+\) is a statement about the integral, and the Born approximation is itself poor for a very slow electron in a Coulomb field. Screening changes the integrand at small \(K\), and with it the soft-photon divergence.

## How Lean reaches the logarithm and the limits

**Positivity and integrability.** `transferSq_pos` uses the same decomposition as above, \((p-q)^2+2pq(1-x)\). The identity is verified by `ring`, and `linarith` adds the positive and non-negative terms. `integrable_inv_transferSq` then obtains integrability from continuity, with `transferSq_pos` supplying the non-zero denominator.

**The closed form.** In `angularIntegral_eq_log`, the step `hderiv` proves that \(F'(x)=1/D(x)\) throughout the interval. It differentiates the linear function \(D\), applies the rule for the logarithm and simplifies the constants with `field_simp`. The steps `hf` and `hb` compute the forward and backward values of \(D\). The fundamental theorem of calculus enters through `intervalIntegral.integral_eq_sub_of_hasDerivAt`, which needs both the derivative and integrability. `Real.log_pow` takes the exponent 2 out of each logarithm, where it cancels the 2 in \(1/(2pq)\), and `Real.log_div` splits the logarithm of the quotient on the right-hand side. For `bremsstrahlung_logarithm`, only the absolute value remains to be removed, using `q < p`.

**The momentum-transfer form.** `angularIntegral_eq_transfer_integral` does not carry out the substitution \(x\mapsto K\). It evaluates the integral of \(1/K\) between its positive endpoints and finds the same logarithm as in `angularIntegral_eq_log`.

**The bounds and the first limit.** `angularIntegral_bounds` compares the integrand with the constants \(1/(p+q)^2\) and \(1/(p-q)^2\). Each comparison is integrated by `intervalIntegral.integral_mono_on`, and the interval length \(1-(-1)\) supplies the factor 2. In `tendsto_slow_final_electron`, `c1` and `c2` establish that the two bounds are continuous functions of `q` at zero, where both equal \(2/p^2\). The squeeze theorem finishes the argument. The bounds are needed only for `q` close to zero, so the proof restricts to \(0<q<p\), where the two momenta are certainly different.

**The soft-photon divergence.** In `tendsto_soft_photon`, `h1` shows that \(p-q\) tends to zero through positive values. `h2` combines this with the divergence of the logarithm at zero to show that \((\ln p-\ln(p-q))/p^2\) tends to infinity. The remaining lines prove that this function lies below the closed form: `l1` is \(\ln p\le\ln(p+q)\), while `l2` makes \(\ln p-\ln(p-q)\) non-negative, as the multiplication of the two inequalities requires. The larger function, `angularIntegral p q`, must then diverge as well.
